# A unit vector whose mean energy is the ground energy of a truncated rotor in a field is a ground eigenvector

The model is a rigid rotor in a field of reduced strength `w`, with Hamiltonian J(J+1) − w cos θ cut down to the levels J = 0, …, N at M = 0, so that it is a finite real symmetric matrix. The lemma `eigen_of_min` takes a real vector `u` with `u ⬝ᵥ u = 1` whose mean energy equals the lowest eigenvalue, and concludes that `u` is an eigenvector for that eigenvalue. The proof subtracts the ground energy times the identity from the Hamiltonian and shows, by the variational principle, that the resulting matrix is positive semidefinite. Its quadratic form vanishes at `u`, so the matrix itself must send `u` to zero, which is the eigenvalue equation.

In Lean, a first try:

```lean
import Mathlib

open Matrix

namespace PendularRotor

noncomputable section

/-- The coupling strength of `cos θ` between the rotor levels `J` and `J + 1` at `M = 0`. -/
def cosCoeff (J : ℕ) : ℝ := (J + 1) / √((2 * J + 1) * (2 * J + 3))

/-- The matrix of `cos θ` on the levels `J = 0, ..., N`: symmetric and tridiagonal, with zero
diagonal. -/
def cosMatrix (N : ℕ) : Matrix (Fin (N + 1)) (Fin (N + 1)) ℝ := fun i j =>
  (if (i : ℕ) + 1 = j then cosCoeff i else 0) + (if (j : ℕ) + 1 = i then cosCoeff j else 0)

/-- The rotor Hamiltonian `J(J+1) - w cos θ` in a field of reduced strength `w`. -/
def pendular (N : ℕ) (w : ℝ) : Matrix (Fin (N + 1)) (Fin (N + 1)) ℝ :=
  diagonal (fun J : Fin (N + 1) => ((J : ℕ) : ℝ) * (((J : ℕ) : ℝ) + 1)) - w • cosMatrix N

/-- The rotor Hamiltonian is a symmetric matrix. -/
theorem pendular_transpose (N : ℕ) (w : ℝ) : (pendular N w)ᵀ = pendular N w := by
  have hC : (cosMatrix N)ᵀ = cosMatrix N := by
    ext i j
    exact add_comm _ _
  rw [pendular, transpose_sub, transpose_smul, diagonal_transpose, hC]

lemma pendular_isHermitian (N : ℕ) (w : ℝ) : (pendular N w).IsHermitian := by
  rw [Matrix.IsHermitian, conjTranspose_eq_transpose_of_trivial, pendular_transpose]

/-- The lowest eigenvalue of the rotor Hamiltonian. -/
def groundEnergy (N : ℕ) (w : ℝ) : ℝ :=
  Finset.univ.inf' Finset.univ_nonempty (pendular_isHermitian N w).eigenvalues

/-- The variational principle: no state has mean energy below the ground energy. -/
theorem groundEnergy_mul_le (N : ℕ) (w : ℝ) (v : Fin (N + 1) → ℝ) :
    groundEnergy N w * (v ⬝ᵥ v) ≤ v ⬝ᵥ pendular N w *ᵥ v := by
  have hA := pendular_isHermitian N w
  let b := hA.eigenvectorBasis
  -- expansion in the eigenbasis
  have pars : ∀ x y : Fin (N + 1) → ℝ,
      x ⬝ᵥ y = ∑ i, (x ⬝ᵥ (b i).ofLp) * ((b i).ofLp ⬝ᵥ y) := by
    intro x y
    have h := b.sum_inner_mul_inner (WithLp.toLp 2 x) (WithLp.toLp 2 y)
    simp only [EuclideanSpace.inner_eq_star_dotProduct, star_trivial] at h
    rw [dotProduct_comm x y, ← h]
    exact Finset.sum_congr rfl fun i _ => by rw [dotProduct_comm x, dotProduct_comm y]
  have heb : ∀ i, pendular N w *ᵥ (b i).ofLp = hA.eigenvalues i • (b i).ofLp :=
    fun i => hA.mulVec_eigenvectorBasis i
  have heig : ∀ i, (b i).ofLp ⬝ᵥ pendular N w *ᵥ v
      = hA.eigenvalues i * ((b i).ofLp ⬝ᵥ v) := by
    intro i
    rw [dotProduct_mulVec, ← mulVec_transpose, pendular_transpose, heb, smul_dotProduct,
      smul_eq_mul]
  rw [pars v v, pars v (pendular N w *ᵥ v), Finset.mul_sum]
  refine Finset.sum_le_sum fun i _ => ?_
  rw [heig, dotProduct_comm v]
  have hle : groundEnergy N w ≤ hA.eigenvalues i := Finset.inf'_le _ (Finset.mem_univ i)
  nlinarith [mul_le_mul_of_nonneg_right hle (mul_self_nonneg ((b i).ofLp ⬝ᵥ v))]

lemma eigen_of_min {N : ℕ} {w : ℝ} {u : Fin (N + 1) → ℝ} (h1 : u ⬝ᵥ u = 1)
    (h : u ⬝ᵥ pendular N w *ᵥ u = groundEnergy N w) :
    pendular N w *ᵥ u = groundEnergy N w • u := by
  have hmul : ∀ v, (pendular N w - groundEnergy N w • (1 : Matrix _ _ ℝ)) *ᵥ v
      = pendular N w *ᵥ v - groundEnergy N w • v := by
    intro v
    rw [sub_mulVec, smul_mulVec, one_mulVec]
  have hps : (pendular N w - groundEnergy N w • (1 : Matrix _ _ ℝ)).PosSemidef := by
    refine PosSemidef.of_dotProduct_mulVec_nonneg ?_ fun v => ?_
    · simp [Matrix.IsHermitian, (pendular_isHermitian N w).eq]
    · rw [star_trivial, hmul, dotProduct_sub, dotProduct_smul, smul_eq_mul]
      linarith [groundEnergy_mul_le N w v]
  have h0 := (hps.dotProduct_mulVec_zero_iff u).1 (by
    rw [star_trivial, hmul, dotProduct_sub, dotProduct_smul, h, h1, smul_eq_mul, mul_one,
      sub_self])
  rw [hmul] at h0
  exact sub_eq_zero.1 h0

end

end PendularRotor
```

Compiling this gives:

```
Main.lean:70:4: error: unsolved goals
case refine_1
N : ℕ
w : ℝ
u : Fin (N + 1) → ℝ
h1 : u ⬝ᵥ u = 1
h : u ⬝ᵥ pendular N w *ᵥ u = groundEnergy N w
hmul : ∀ (v : Fin (N + 1) → ℝ), (pendular N w - groundEnergy N w • 1) *ᵥ v = pendular N w *ᵥ v - groundEnergy N w • v
⊢ (pendular N w)ᵀ = pendular N w
Main.lean:70:32: warning: This simp argument is unused:
  (pendular_isHermitian N w).eq

Hint: Omit it from the simp argument list.
  [apply] simp [Matrix.IsHermitian]

Note: This linter can be disabled with `set_option linter.unusedSimpArgs false`
```

This version goes through:

```diff
@@ -68,5 +68,5 @@
   have hps : (pendular N w - groundEnergy N w • (1 : Matrix _ _ ℝ)).PosSemidef := by
     refine PosSemidef.of_dotProduct_mulVec_nonneg ?_ fun v => ?_
-    · simp [Matrix.IsHermitian, (pendular_isHermitian N w).eq]
+    · simp [Matrix.IsHermitian, pendular_transpose]
     · rw [star_trivial, hmul, dotProduct_sub, dotProduct_smul, smul_eq_mul]
       linarith [groundEnergy_mul_le N w v]
```

Diagnosis. The error is in the first part of the proof of positive semidefiniteness, where the shifted Hamiltonian has to be shown Hermitian. Unfolding `Matrix.IsHermitian` gives an equation about the conjugate transpose `ᴴ`. Over the reals conjugation does nothing, and `simp` turns `ᴴ` into the plain transpose `ᵀ`. It also disposes of the multiple of the identity, and stops at `(pendular N w)ᵀ = pendular N w`.

The fact supplied to `simp`, `(pendular_isHermitian N w).eq`, says `(pendular N w)ᴴ = pendular N w`. It is true and says the same thing mathematically, but as a rewrite rule it looks for `ᴴ`, and the goal that is left has `ᵀ`. The rule never fires, which is why the warning calls the argument unused.

The repair gives `simp` the lemma `pendular_transpose` instead. This is exactly the remaining equation, stated with `ᵀ`, so `simp` can use it to close the goal.
